# A vibrational correction of degree 1/2 in the masses cancels from twice the first-order substitution moment minus the ground-state moment

Isotopic masses take discrete values, but a derivative with respect to an atomic mass needs a continuous variable. The masses are therefore treated here as a vector \(m\) of real numbers, one component \(m_i\) for each atom \(i\) in a finite set, and a moment of inertia is a real function of that vector. In Lean the set of atoms is `ι` and a mass vector has type `ι → ℝ`. This type also contains vectors with zero or negative entries, so positivity is a separate hypothesis wherever it is used.

The ground-state moment is written \(I_0=I_e+c\), where \(I_e\) is the equilibrium moment and \(c\) the vibrational correction. If \(I_e\) has degree 1 and \(c\) degree 1/2 under a common scaling of the masses, and \(I_0\) is differentiable at positive masses \(m\), then

\[
2\sum_i m_i\frac{\partial I_0}{\partial m_i}-I_0=I_e .
\]

```lean
import Mathlib

open Finset

namespace MassDependentStructure

noncomputable section

variable {ι : Type*}
```

## Degrees under a common scaling of the masses

A function \(f\) has degree \(p\) if \(f(tm)=t^p f(m)\) for all positive mass vectors \(m\) and all \(t>0\). The exponent is real, so that \(p=1/2\) is allowed.

The equilibrium moment \(I_e\) has degree 1 if the equilibrium geometry does not depend on the masses, as in the Born–Oppenheimer picture. Degree 1/2 for \(c\) is the leading-order scaling of the zero-point correction. With fixed force constants, multiplying all masses by \(t\) multiplies harmonic mean-square zero-point displacements by \(t^{-1/2}\), and a mass times a mean-square displacement then scales as \(t^{1/2}\). The shift of the mean positions by cubic anharmonicity is, to leading order, also multiplied by \(t^{-1/2}\), so its contribution to the moment has the same degree. The main theorem assumes this degree and does not derive it from a vibrational Hamiltonian.

```lean
/-- A function of the atomic masses is homogeneous of degree `p` if scaling all
positive masses by a common factor `t > 0` multiplies it by `t ^ p`. -/
def MassHomogeneous (p : ℝ) (f : (ι → ℝ) → ℝ) : Prop :=
  ∀ m : ι → ℝ, (∀ i, 0 < m i) → ∀ t : ℝ, 0 < t → f (t • m) = t ^ p * f m
```

## The rigid linear molecule

A concrete equilibrium moment comes from atoms at fixed positions \(x_i\) on a line. Their centre of mass is

\[
X(m)=\frac{\sum_j m_jx_j}{\sum_j m_j}.
\]

```lean
variable [Fintype ι]

/-- Centre of mass of atoms at positions `x i` on a line, for nonzero total mass. -/
def centre (x m : ι → ℝ) : ℝ := (∑ j, m j * x j) / ∑ j, m j
```

The moment of inertia about an axis through the centre of mass, perpendicular to the line, is \(I(m)=\sum_i m_i\,(x_i-X(m))^2\).

```lean
/-- Moment of inertia of a rigid linear molecule about its centre of mass,
for nonzero total mass. -/
def linearMoment (x m : ι → ℝ) : ℝ := ∑ i, m i * (x i - centre x m) ^ 2
```

In \(X(tm)\) the factor \(t\) cancels between numerator and denominator, so \(X(tm)=X(m)\). Each term of the moment then carries one factor \(t\), and \(I(tm)=t\,I(m)\). In the proof, `hcen` is the first statement, and the remaining lines take \(t\) out of the sum.

```lean
/-- The moment of inertia of a rigid linear molecule is homogeneous of degree 1
in the masses. -/
theorem linearMoment_homogeneous (x : ι → ℝ) : MassHomogeneous 1 (linearMoment x) := by
  intro m _ t ht
  -- a common scaling of the masses leaves the centre of mass in place
  have hcen : centre x (t • m) = centre x m := by
    unfold centre
    simp only [Pi.smul_apply, smul_eq_mul, mul_assoc, ← Finset.mul_sum]
    exact mul_div_mul_left _ _ ht.ne'
  unfold linearMoment
  rw [hcen, Real.rpow_one, Finset.mul_sum]
  refine Finset.sum_congr rfl fun i _ => ?_
  rw [Pi.smul_apply, smul_eq_mul, mul_assoc]
```

Let all masses be positive. If two atoms sit at different positions, they cannot both be at \(X\). At least one term \(m_i(x_i-X)^2\) is then positive, the others are nonnegative, and so \(I(m)>0\). This will keep a square root away from zero later on.

```lean
/-- With positive masses and two atoms at different positions, the moment of inertia
of a linear molecule is positive. -/
theorem linearMoment_pos {x m : ι → ℝ} (hm : ∀ i, 0 < m i) {i j : ι} (hij : x i ≠ x j) :
    0 < linearMoment x m := by
  -- some atom lies away from the centre of mass
  have hex : ∃ k, x k ≠ centre x m := by
    by_contra h
    have h' : ∀ k, x k = centre x m := fun k => by
      by_contra hk
      exact h ⟨k, hk⟩
    exact hij ((h' i).trans (h' j).symm)
  obtain ⟨k, hk⟩ := hex
  have hsq : 0 < (x k - centre x m) ^ 2 :=
    lt_of_le_of_ne (sq_nonneg _) (pow_ne_zero 2 (sub_ne_zero.mpr hk)).symm
  exact Finset.sum_pos' (fun l _ => mul_nonneg (hm l).le (sq_nonneg _))
    ⟨k, Finset.mem_univ k, mul_pos (hm k) hsq⟩
```

## The substitution moment as a derivative along the mass vector

Let all masses grow together, \(t\mapsto tm\). The velocity of this path is \(m\), so by the chain rule

\[
\frac{d}{dt}I(tm)\Big|_{t=s}=DI(sm)[m],
\]

where \(DI(sm)[m]\) is the derivative of \(I\) at \(sm\) in the direction \(m\), written `fderiv ℝ I (s • m) m`.

```lean
/-- Where `I` is differentiable, its rate of change under a common scaling of the masses
is its derivative along the mass vector. -/
theorem hasDerivAt_scaling {I : (ι → ℝ) → ℝ} {m : ι → ℝ} {s : ℝ}
    (hI : DifferentiableAt ℝ I (s • m)) :
    HasDerivAt (fun t : ℝ => I (t • m)) (fderiv ℝ I (s • m) m) s := by
  have h1 : HasDerivAt (fun t : ℝ => t • m) m s := by
    simpa using (hasDerivAt_id' s).smul_const m
  exact hI.hasFDerivAt.comp_hasDerivAt s h1
```

The first-order substitution moment is \(S[I](m)=\sum_i m_i\,\partial I/\partial m_i\). The partial derivative is the full derivative applied to the unit vector `Pi.single i 1`. For the rigid linear molecule, \(\partial I/\partial m_i=(x_i-X)^2\): an infinitesimal substitution at atom \(i\) gives its squared distance from the centre of mass.

```lean
variable [DecidableEq ι]

/-- First-order substitution moment `∑ mᵢ ∂I/∂mᵢ`, for `I` differentiable at `m`. -/
def substitutionMoment (I : (ι → ℝ) → ℝ) (m : ι → ℝ) : ℝ :=
  ∑ i, m i * fderiv ℝ I m (Pi.single i 1)
```

The mass-dependence moment is \(2S[I]-I\).

```lean
/-- Mass-dependence moment: twice the first-order substitution moment minus the moment itself, for
`I` differentiable at `m`. -/
def rmMoment (I : (ι → ℝ) → ℝ) (m : ι → ℝ) : ℝ := 2 * substitutionMoment I m - I m
```

Since \(m=\sum_i m_ie_i\), with \(e_i\) the unit vectors, linearity of the derivative gives

\[
S[I](m)=\sum_i m_i\,DI(m)[e_i]=DI(m)[m].
\]

The hypothesis `h` in the proof is the expansion of \(m\), and `map_sum` and `map_smul` supply linearity.

```lean
/-- For `I` differentiable at `m`, the first-order substitution moment is the derivative of `I`
along the mass vector. -/
theorem substitutionMoment_eq (I : (ι → ℝ) → ℝ) (m : ι → ℝ) :
    substitutionMoment I m = fderiv ℝ I m m := by
  have h : m = ∑ i, m i • (Pi.single i (1 : ℝ) : ι → ℝ) := by
    ext j
    simp [Finset.sum_apply, Pi.single_apply]
  calc substitutionMoment I m
      = fderiv ℝ I m (∑ i, m i • (Pi.single i (1 : ℝ) : ι → ℝ)) := by
        rw [map_sum]
        exact Finset.sum_congr rfl fun i _ => by rw [map_smul, smul_eq_mul]
    _ = fderiv ℝ I m m := congrArg (fderiv ℝ I m) h.symm
```

## Cancellation of the correction

Let \(I_e\) have degree \(p\) and \(c\) degree \(q\). On the scaling ray,

\[
I_0(tm)=t^pI_e(m)+t^qc(m),
\]

and differentiation at \(t=1\) gives \(S[I_0](m)=p\,I_e(m)+q\,c(m)\). Only \(I_0\) has to be differentiable at \(m\); along the ray the two parts are pure powers of \(t\) anyway.

In Lean, `h1` is the derivative from the chain rule and `h2` that of the two powers. The scaling law holds only for \(t>0\), so `h3` carries the second derivative over to \(I_0(tm)\) using a neighbourhood of \(t=1\). Uniqueness of the derivative equates the two.

```lean
/-- If a moment is a sum of parts homogeneous of degrees `p` and `q` and is differentiable
at the positive masses `m`, its substitution moment weights the parts by `p` and `q`. -/
theorem substitutionMoment_add {p q : ℝ} {Ie c : (ι → ℝ) → ℝ} {m : ι → ℝ}
    (hE : MassHomogeneous p Ie) (hc : MassHomogeneous q c) (hm : ∀ i, 0 < m i)
    (hd : DifferentiableAt ℝ (fun m => Ie m + c m) m) :
    substitutionMoment (fun m => Ie m + c m) m = p * Ie m + q * c m := by
  have h1 := hasDerivAt_scaling (I := fun m => Ie m + c m) (m := m) (s := 1)
    (by rwa [one_smul])
  rw [one_smul] at h1
  have h2 : HasDerivAt (fun t : ℝ => t ^ p * Ie m + t ^ q * c m)
      (p * Ie m + q * c m) 1 := by
    have a := (Real.hasDerivAt_rpow_const (x := 1) (p := p)
      (Or.inl one_ne_zero)).mul_const (Ie m)
    have b := (Real.hasDerivAt_rpow_const (x := 1) (p := q)
      (Or.inl one_ne_zero)).mul_const (c m)
    exact (a.fun_add b).congr_deriv (by simp)
  -- near `t = 1` the moment on the scaling ray is a sum of two powers of `t`
  have h3 := h2.congr_of_eventuallyEq (f₁ := fun t : ℝ => Ie (t • m) + c (t • m)) (by
    filter_upwards [Ioi_mem_nhds (zero_lt_one (α := ℝ))] with t ht
    simp only [hE m hm t ht, hc m hm t ht])
  rw [substitutionMoment_eq]
  exact h1.unique h3
```

The combination \(2S-I\) therefore multiplies a part of degree \(d\) by \(2d-1\). This factor is 1 for \(d=1\) and 0 for \(d=1/2\):

\[
2\left(I_e+\tfrac12c\right)-(I_e+c)=I_e .
\]

In the theorem, `hE` and `hc` are the two degrees, `hm` says that all masses are positive, and `hd` is differentiability of the sum at `m`. Without differentiability Lean sets `fderiv` to zero, and `rmMoment` would lose its meaning.

```lean
/-- Let the ground-state moment be `Ie + c`, with `Ie` homogeneous of degree 1 and the
vibrational correction `c` of degree 1/2. Where it is differentiable, at positive masses,
the mass-dependence moment equals `Ie`. -/
theorem rmMoment_eq_equilibrium {Ie c : (ι → ℝ) → ℝ} {m : ι → ℝ}
    (hE : MassHomogeneous 1 Ie) (hc : MassHomogeneous (1 / 2) c) (hm : ∀ i, 0 < m i)
    (hd : DifferentiableAt ℝ (fun m => Ie m + c m) m) :
    rmMoment (fun m => Ie m + c m) m = Ie m := by
  have h := substitutionMoment_add hE hc hm hd
  change 2 * substitutionMoment (fun m => Ie m + c m) m - (Ie m + c m) = Ie m
  rw [h]
  ring
```

This is the identity behind Watson's \(r_m\) method, in the limit of infinitesimal mass changes. Real isotopic substitutions are finite and bring in higher-order terms, and the true vibrational correction also has contributions of other degrees. Within the degree-1/2 model and with exact mass derivatives, the combination yields an equilibrium moment that can be compared with one computed from an electronic-structure geometry.

## Degree 1/2 is forced by the cancellation

Now suppose that \(I_e\) has degree 1, that \(I_0\) is differentiable at all positive masses, and that \(2S[I_0]-I_0=I_e\) holds at all of them. Fix \(m\) and define, for real \(u\),

\[
g(u)=e^{-u/2}\left(I_0(e^um)-e^uI_e(m)\right)=e^{-u/2}\,c(e^um).
\]

Differentiating the first form gives

\[
g'(u)=\tfrac12e^{-u/2}\left(2e^u\,DI_0(e^um)[m]-I_0(e^um)-e^uI_e(m)\right).
\]

The assumed identity at the masses \(e^um\) reads \(2e^u\,DI_0(e^um)[m]-I_0(e^um)=e^uI_e(m)\), so \(g'(u)=0\) for every \(u\). Hence \(g(\ln t)=g(0)\), which is \(t^{-1/2}c(tm)=c(m)\), and \(c\) has degree 1/2.

In the proof, `key` is the vanishing derivative and `hw` the assumed identity at the scaled masses. The exponential variable makes \(g\) a function on the whole real line, where `is_const_of_deriv_eq_zero` applies.

```lean
/-- Let `Ie` be homogeneous of degree 1 and `Ie + c` differentiable at all positive masses.
If the mass-dependence moment equals `Ie` at all positive masses, then the correction `c`
is homogeneous of degree 1/2. -/
theorem correction_homogeneous_of_rmMoment_eq {Ie c : (ι → ℝ) → ℝ}
    (hE : MassHomogeneous 1 Ie)
    (hd : ∀ m : ι → ℝ, (∀ i, 0 < m i) → DifferentiableAt ℝ (fun m => Ie m + c m) m)
    (h : ∀ m : ι → ℝ, (∀ i, 0 < m i) → rmMoment (fun m => Ie m + c m) m = Ie m) :
    MassHomogeneous (1 / 2) c := by
  intro m hm t ht
  have pos : ∀ u : ℝ, ∀ i, 0 < (Real.exp u • m) i :=
    fun u i => mul_pos (Real.exp_pos u) (hm i)
  -- the correction divided by the square root of the scale factor `exp u` is constant
  have key : ∀ u : ℝ, HasDerivAt (fun u : ℝ => Real.exp (-u / 2) *
      (Ie (Real.exp u • m) + c (Real.exp u • m) - Real.exp u * Ie m)) 0 u := by
    intro u
    have h1 : HasDerivAt (fun u : ℝ => Ie (Real.exp u • m) + c (Real.exp u • m))
        (fderiv ℝ (fun m => Ie m + c m) (Real.exp u • m) m * Real.exp u) u :=
      (hasDerivAt_scaling (I := fun m => Ie m + c m) (hd _ (pos u))).comp u
        (Real.hasDerivAt_exp u)
    have h2 : HasDerivAt (fun u : ℝ => Real.exp (-u / 2))
        (Real.exp (-u / 2) * (-1 / 2)) u :=
      ((hasDerivAt_id' u).fun_neg.div_const 2).exp
    have hw : 2 * (Real.exp u * fderiv ℝ (fun m => Ie m + c m) (Real.exp u • m) m)
        - (Ie (Real.exp u • m) + c (Real.exp u • m)) = Real.exp u * Ie m := by
      have h0 := h _ (pos u)
      rw [hE m hm _ (Real.exp_pos u), Real.rpow_one] at h0
      unfold rmMoment at h0
      rw [substitutionMoment_eq, map_smul, smul_eq_mul] at h0
      exact h0
    refine (h2.fun_mul (h1.fun_sub
      ((Real.hasDerivAt_exp u).mul_const (Ie m)))).congr_deriv ?_
    linear_combination (Real.exp (-u / 2) / 2) * hw
  have hc := is_const_of_deriv_eq_zero (fun u => (key u).differentiableAt)
    (fun u => (key u).deriv) (Real.log t) 0
  simp only [Real.exp_log ht, Real.exp_zero, one_smul, neg_zero, zero_div, one_mul,
    hE m hm t ht, Real.rpow_one] at hc
  have he : Real.exp (Real.log t * (1 / 2)) * Real.exp (-Real.log t / 2) = 1 := by
    rw [← Real.exp_add, show Real.log t * (1 / 2) + -Real.log t / 2 = 0 by ring,
      Real.exp_zero]
  rw [Real.rpow_def_of_pos ht]
  linear_combination Real.exp (Real.log t * (1 / 2)) * hc - c (t • m) * he
```

## A linear molecule with a square-root correction

For the rigid linear moment \(I\), take \(c=k\sqrt{I}\), where the constant \(k\) does not depend on the masses and stands for the strength of the vibrational effect. This is a model form of the correction. It has degree 1/2 because \(\sqrt{tI}=t^{1/2}\sqrt I\).

As a numerical instance, place masses 5 and 20 at positions 0 and 1, in arbitrary units, with \(k=0.1\). The centre of mass is at \(X=0.8\), and

\[
I=5\cdot0.64+20\cdot0.04=4,\qquad I_0=4+0.1\cdot2=4.2 .
\]

The chain rule gives \(\partial I_0/\partial m_i=(x_i-X)^2\,\bigl(1+k/(2\sqrt I)\bigr)\), where the last factor is 1.025. The two derivatives are 0.656 and 0.041, so

\[
S[I_0]=5\cdot0.656+20\cdot0.041=4.1,\qquad 2\cdot4.1-4.2=4 .
\]

The rigid moment is recovered, although both \(I_0\) and \(S[I_0]\) differ from it.

The general statement takes positive masses, any real \(k\) and two atoms at different positions. Most of its proof establishes differentiability: `hcen` for the centre of mass, where the total mass is nonzero, and `hL` for the moment. The square root is differentiable because the moment is positive. The cancellation theorem then gives the result.

```lean
/-- For a linear molecule with positive masses and two atoms at different positions, let the
vibrational correction be `k` times the square root of the rigid moment of inertia. Then the
mass-dependence moment equals the rigid moment. -/
theorem rmMoment_linear_witness (k : ℝ) {x m : ι → ℝ} (hm : ∀ i, 0 < m i)
    {i j : ι} (hij : x i ≠ x j) :
    rmMoment (fun m => linearMoment x m + k * √(linearMoment x m)) m
      = linearMoment x m := by
  have hM : (∑ l, m l) ≠ 0 :=
    (Finset.sum_pos (fun l _ => hm l) ⟨i, Finset.mem_univ i⟩).ne'
  have hcen : DifferentiableAt ℝ (fun m : ι → ℝ => centre x m) m := by
    have hn : DifferentiableAt ℝ (fun m : ι → ℝ => ∑ l, m l * x l) m := by fun_prop
    have hs : DifferentiableAt ℝ (fun m : ι → ℝ => ∑ l, m l) m := by fun_prop
    have hi : DifferentiableAt ℝ (fun m : ι → ℝ => (∑ l, m l)⁻¹) m :=
      (hasDerivAt_inv hM).differentiableAt.comp m hs
    simpa only [centre, div_eq_mul_inv] using hn.fun_mul hi
  have hterm : ∀ l, DifferentiableAt ℝ
      (fun m : ι → ℝ => m l * (x l - centre x m) ^ 2) m := by
    intro l
    have hl : DifferentiableAt ℝ (fun m : ι → ℝ => m l) m := by fun_prop
    exact hl.fun_mul ((hcen.const_sub (x l)).fun_pow 2)
  have hL : DifferentiableAt ℝ (fun m : ι → ℝ => linearMoment x m) m :=
    DifferentiableAt.fun_sum fun l _ => hterm l
  -- the square root of a degree 1 quantity has degree 1/2
  have hc : MassHomogeneous (1 / 2) (fun m : ι → ℝ => k * √(linearMoment x m)) := by
    intro m' hm' t ht
    change k * √(linearMoment x (t • m')) = t ^ (1 / 2 : ℝ) * (k * √(linearMoment x m'))
    rw [linearMoment_homogeneous x m' hm' t ht, Real.rpow_one, Real.sqrt_mul ht.le,
      ← Real.sqrt_eq_rpow]
    ring
  exact rmMoment_eq_equilibrium (linearMoment_homogeneous x) hc hm
    (hL.fun_add ((hL.sqrt (linearMoment_pos hm hij).ne').const_mul k))

end

end MassDependentStructure
```

```lean
#print axioms MassDependentStructure.rmMoment_eq_equilibrium
#print axioms MassDependentStructure.correction_homogeneous_of_rmMoment_eq
```

```
'MassDependentStructure.rmMoment_eq_equilibrium' depends on axioms: [propext, Classical.choice, Quot.sound]
'MassDependentStructure.correction_homogeneous_of_rmMoment_eq' depends on axioms: [propext, Classical.choice, Quot.sound]
```
